# Norm bound on descent to a subgroup, and the number of components after splitting

## Definitions and conventions

For a finite set \(K\) with \(|K|\) elements and functions \(\chi,\psi:K\to\mathbb{C}\), put
\[
\langle\chi,\psi\rangle_K=\frac{1}{|K|}\sum_{k\in K}\overline{\chi(k)}\,\psi(k),\qquad N_K(\chi)=\frac{1}{|K|}\sum_{k\in K}|\chi(k)|^2 .
\]
These are `avgInner K χ ψ`, conjugate-linear in the first slot as in a bra-ket, and the real number `normSqAvg K χ`; `Complex.normSq` is the squared modulus. The formulas presuppose \(|K|\neq0\). Lean also admits an empty \(K\), where both averages are 0 by its convention \(x/0=0\); that case does not arise for a group, which contains the identity. From part (b) on, \(G\) is a finite group, such as a point group, \(H\) is any subgroup, normal or not, and \([G:H]\), written `H.index`, is the number of cosets of \(H\) in \(G\). The function \(\chi\) is arbitrary: it need not be a character or a class function, and no representation matrices occur.

```lean
import Mathlib

open Finset ComplexConjugate

namespace SymmetryDescent

noncomputable section

/-- Averaged inner product of two complex functions on a finite type `K`,
conjugate-linear in the first slot. -/
def avgInner (K : Type*) [Fintype K] (χ ψ : K → ℂ) : ℂ :=
  (∑ k, conj (χ k) * ψ k) / (Fintype.card K : ℂ)

/-- Average over a finite type `K` of the squared modulus of a complex function on `K`. -/
def normSqAvg (K : Type*) [Fintype K] (χ : K → ℂ) : ℝ :=
  (∑ k, Complex.normSq (χ k)) / (Fintype.card K : ℝ)
```

## (a) The diagonal of the inner product

*Task.* Show that \(\langle\chi,\chi\rangle_K=N_K(\chi)\) as complex numbers.

*Solution.* For each \(k\), \(\overline{\chi(k)}\chi(k)=|\chi(k)|^2\). Sum over \(k\) and divide by \(|K|\).

*Check.* The real quotient and sum are carried into \(\mathbb{C}\), and `Complex.normSq_eq_conj_mul_self` is applied term by term.

```lean
/-- The averaged inner product of `χ` with itself is the average of `|χ|²`. -/
theorem avgInner_self (K : Type*) [Fintype K] (χ : K → ℂ) :
    avgInner K χ χ = (normSqAvg K χ : ℂ) := by
  unfold avgInner normSqAvg
  rw [Complex.ofReal_div, Complex.ofReal_sum, Complex.ofReal_natCast]
  congr 1
  exact Finset.sum_congr rfl fun k _ => Complex.normSq_eq_conj_mul_self.symm
```

## (b) The exact descent identity

Lowering the symmetry from \(G\) to \(H\) is modelled by the restriction \(\chi|_H\), with \(\chi|_H(h)=\chi(h)\) for \(h\in H\); this is `res H χ`. The weight on the lost operations is
\[
W=\sum_{g\notin H}|\chi(g)|^2 ,
\]
which is `outside H χ`, a plain sum that is not divided by any group order.

```lean
variable {G : Type*} [Group G] [Fintype G] (H : Subgroup G) [DecidablePred (· ∈ H)]

/-- Descent in symmetry: the restriction of a function on `G` to the subgroup `H`. -/
def res (χ : G → ℂ) : H → ℂ := fun h => χ h

/-- The total weight `∑ |χ g|²` carried by the operations of `G` that are not in `H`. -/
def outside (χ : G → ℂ) : ℝ :=
  ∑ g ∈ univ.filter (fun g => g ∉ H), Complex.normSq (χ g)
```

*Task.* Show, for any \(\chi:G\to\mathbb{C}\), that
\[
[G:H]\,N_G(\chi)=N_H(\chi|_H)+\frac{W}{|H|}.
\]

*Solution.* Every \(g\) lies in \(H\) or outside it, so \(\sum_{g}|\chi(g)|^2=\sum_{h\in H}|\chi(h)|^2+W\). Lagrange's theorem gives \(|G|=|H|\,[G:H]\). Hence
\[
[G:H]\,N_G(\chi)=\frac{[G:H]}{|H|\,[G:H]}\Big(\sum_{h\in H}|\chi(h)|^2+W\Big)=N_H(\chi|_H)+\frac{W}{|H|}.
\]

*Check.* `hc` is Lagrange's theorem, taken from `H.card_mul_index`. Since \(|G|\neq0\), both factors are nonzero (`hH`, `hI`). `hin` and `hs` split the sum, and `field_simp` clears the denominators.

```lean
/-- The index times the squared norm over `G` equals the squared norm of the restriction
over `H` plus the weight outside `H` divided by the order of `H`. -/
theorem norm_descent_identity (χ : G → ℂ) :
    (H.index : ℝ) * normSqAvg G χ
      = normSqAvg H (res H χ) + outside H χ / (Fintype.card H : ℝ) := by
  -- Lagrange's theorem
  have hc : (Fintype.card G : ℝ) = (Fintype.card H : ℝ) * (H.index : ℝ) := by
    have h := H.card_mul_index
    rw [Nat.card_eq_fintype_card, Nat.card_eq_fintype_card] at h
    exact_mod_cast h.symm
  have hG : (Fintype.card G : ℝ) ≠ 0 := Nat.cast_ne_zero.mpr Fintype.card_ne_zero
  have hH : (Fintype.card H : ℝ) ≠ 0 := fun h => hG (by rw [hc, h, zero_mul])
  have hI : (H.index : ℝ) ≠ 0 := fun h => hG (by rw [hc, h, mul_zero])
  -- split the sum over `G` into operations inside and outside `H`
  have hin : ∑ g ∈ univ.filter (fun g => g ∈ H), Complex.normSq (χ g)
      = ∑ h : H, Complex.normSq (χ h) :=
    Finset.sum_subtype _ (by simp) (fun g => Complex.normSq (χ g))
  have hs : ∑ g, Complex.normSq (χ g)
      = ∑ h : H, Complex.normSq (res H χ h) + outside H χ := by
    rw [← Finset.sum_filter_add_sum_filter_not univ (fun g => g ∈ H), hin]
    rfl
  unfold normSqAvg
  rw [hs, hc]
  field_simp
```

## (c) The lost weight

*Task.* Show that \(W\ge0\), and that \(W=0\) exactly when \(\chi(g)=0\) for every \(g\notin H\).

*Solution.* Each term \(|\chi(g)|^2\) is nonnegative, so the sum is. A sum of nonnegative terms is zero exactly when every term is zero, and \(|z|^2=0\) means \(z=0\). For \(H=G\) the sum is empty and both sides of the equivalence hold.

*Check.* The two steps are `Finset.sum_nonneg` and `Finset.sum_eq_zero_iff_of_nonneg`.

```lean
/-- The weight outside `H` is nonnegative, and it is zero exactly when `χ` vanishes on every
operation outside `H`. -/
theorem outside_nonneg_and_eq_zero_iff (χ : G → ℂ) :
    0 ≤ outside H χ ∧ (outside H χ = 0 ↔ ∀ g, g ∉ H → χ g = 0) := by
  unfold outside
  refine ⟨Finset.sum_nonneg fun g _ => Complex.normSq_nonneg _, ?_⟩
  rw [Finset.sum_eq_zero_iff_of_nonneg fun g _ => Complex.normSq_nonneg _]
  simp
```

## (d) The bound for arbitrary normalisation

*Task.* Show that \(N_H(\chi|_H)\le[G:H]\,N_G(\chi)\) for any \(\chi\), with equality exactly when \(\chi\) vanishes outside \(H\).

*Solution.* By (b), \([G:H]\,N_G(\chi)-N_H(\chi|_H)=W/|H|\). By (c) and \(|H|>0\) this is nonnegative. It is zero exactly when \(W=0\), which by (c) is the vanishing condition.

*Check.* `hq` states \(W/|H|\ge0\), and `linarith` combines it with the identity `hid`. In the forward direction of the equivalence, `div_eq_zero_iff` leaves \(W=0\) or \(|H|=0\), and `hH` excludes the second.

```lean
/-- For any `χ`, the squared norm of the restriction to `H` is at most the index times the
squared norm over `G`, with equality exactly when `χ` vanishes outside `H`. -/
theorem normSqAvg_res_le (χ : G → ℂ) :
    normSqAvg H (res H χ) ≤ (H.index : ℝ) * normSqAvg G χ ∧
      (normSqAvg H (res H χ) = (H.index : ℝ) * normSqAvg G χ ↔ ∀ g, g ∉ H → χ g = 0) := by
  have hid := norm_descent_identity H χ
  obtain ⟨hnn, hz⟩ := outside_nonneg_and_eq_zero_iff H χ
  have hH : (0 : ℝ) < (Fintype.card H : ℝ) := Nat.cast_pos.mpr Fintype.card_pos
  have hq : 0 ≤ outside H χ / (Fintype.card H : ℝ) := div_nonneg hnn hH.le
  refine ⟨by linarith, ?_⟩
  rw [← hz]
  constructor
  · intro h
    have h0 : outside H χ / (Fintype.card H : ℝ) = 0 := by linarith
    rcases div_eq_zero_iff.mp h0 with h1 | h1
    · exact h1
    · exact absurd h1 hH.ne'
  · intro h
    rw [hid, h, zero_div, add_zero]
```

## (e) The descent bound

*Task.* Let \(\langle\chi,\chi\rangle_G=1\). Show that \(\langle\chi|_H,\chi|_H\rangle_H\) is real and at most \([G:H]\), and that it equals \([G:H]\) exactly when \(\chi\) vanishes outside \(H\).

*Solution.* By (a) the hypothesis reads \(N_G(\chi)=1\), and \(\langle\chi|_H,\chi|_H\rangle_H=N_H(\chi|_H)\) is real. Setting \(N_G(\chi)=1\) in (d) gives the inequality and the equality case.

*Check.* The hypothesis `hχ` is the unit norm that an irreducible character has; here it is assumed, and irreducibility is not mentioned. The three clauses of the conclusion say that the imaginary part is zero, that the real part is at most `H.index`, and that the complex equality with the index is equivalent to `∀ g, g ∉ H → χ g = 0`. `h1` is \(N_G(\chi)=1\), inserted into `hle` and `hiff`.

```lean
/-- If `⟨χ,χ⟩_G = 1`, then `⟨χ,χ⟩_H` is real and at most the index of `H` in `G`, and it
equals the index exactly when `χ` vanishes outside `H`. -/
theorem descent_bound (χ : G → ℂ) (hχ : avgInner G χ χ = 1) :
    (avgInner H (res H χ) (res H χ)).im = 0 ∧
      (avgInner H (res H χ) (res H χ)).re ≤ (H.index : ℝ) ∧
      (avgInner H (res H χ) (res H χ) = (H.index : ℂ) ↔ ∀ g, g ∉ H → χ g = 0) := by
  rw [avgInner_self] at hχ
  have h1 : normSqAvg G χ = 1 := by exact_mod_cast hχ
  obtain ⟨hle, hiff⟩ := normSqAvg_res_le H χ
  rw [h1, mul_one] at hle hiff
  rw [avgInner_self]
  refine ⟨Complex.ofReal_im _, by rwa [Complex.ofReal_re], ?_⟩
  rw [← hiff]
  constructor
  · intro h
    exact_mod_cast h
  · intro h
    rw [h, Complex.ofReal_natCast]
```

## (f) Expanding the norm of a sum

*Task.* For functions \(\psi_i:K\to\mathbb{C}\), with \(i\) in a finite index set \(\iota\), show that
\[
\Big\langle\sum_i\psi_i,\sum_j\psi_j\Big\rangle_K=\sum_i\sum_j\langle\psi_i,\psi_j\rangle_K .
\]

*Solution.* Conjugation is additive and the product distributes, so the left side is \(\frac{1}{|K|}\sum_k\sum_i\sum_j\overline{\psi_i(k)}\,\psi_j(k)\). Moving the sum over \(k\) inside the sums over \(i\) and \(j\) gives the right side.

*Check.* `simp only` expands to the triple sum, and the two uses of `Finset.sum_comm` move \(k\) past \(i\) and then past \(j\).

```lean
/-- The averaged inner product of a sum of components with itself is the double sum of the
overlaps of the components. -/
theorem avgInner_sum_sum (K : Type*) [Fintype K] {ι : Type*} [Fintype ι] (ψ : ι → K → ℂ) :
    avgInner K (∑ i, ψ i) (∑ j, ψ j) = ∑ i, ∑ j, avgInner K (ψ i) (ψ j) := by
  simp only [avgInner, Finset.sum_apply, map_sum, Finset.sum_mul_sum, ← Finset.sum_div]
  congr 1
  rw [Finset.sum_comm]
  exact Finset.sum_congr rfl fun i _ => Finset.sum_comm
```

## (g) The splitting bound

*Task.* Let \(\langle\chi,\chi\rangle_G=1\) and \(\chi|_H=\sum_{i\in\iota}\psi_i\), where the \(m=|\iota|\) functions \(\psi_i\) on \(H\) may repeat. Suppose \(\langle\psi_i,\psi_i\rangle_H=1\) for all \(i\) and \(\operatorname{Re}\langle\psi_i,\psi_j\rangle_H\ge0\) for \(i\neq j\). Show that \(m\le[G:H]\).

*Solution.* For fixed \(i\), all terms of \(\sum_j\operatorname{Re}\langle\psi_i,\psi_j\rangle_H\) are nonnegative and the term \(j=i\) equals 1, so the row sum is at least 1. With (f) and (e),
\[
m=\sum_i 1\le\sum_i\sum_j\operatorname{Re}\langle\psi_i,\psi_j\rangle_H=\operatorname{Re}\langle\chi|_H,\chi|_H\rangle_H\le[G:H].
\]

*Check.* `hres`, `hnorm` and `hover` are the decomposition, the unit norms and the sign of the overlaps, and \(m\) is `Fintype.card ι`. `hb` is (e) after expansion by (f), `hrow` bounds each row through `Finset.single_le_sum`, and `hsum` adds the rows.

```lean
/-- Splitting bound: if `⟨χ,χ⟩_G = 1` and the restriction to `H` is a sum of components
(repeats allowed) of unit norm whose mutual overlaps have nonnegative real part, then the
number of components is at most the index of `H`. -/
theorem splitting_bound {ι : Type*} [Fintype ι] (χ : G → ℂ) (ψ : ι → H → ℂ)
    (hχ : avgInner G χ χ = 1) (hres : res H χ = ∑ i, ψ i)
    (hnorm : ∀ i, avgInner H (ψ i) (ψ i) = 1)
    (hover : ∀ i j, i ≠ j → 0 ≤ (avgInner H (ψ i) (ψ j)).re) :
    Fintype.card ι ≤ H.index := by
  have hb := (descent_bound H χ hχ).2.1
  rw [hres, avgInner_sum_sum, Complex.re_sum] at hb
  -- each row of the overlap matrix contributes at least its diagonal entry 1
  have hrow : ∀ i, (1 : ℝ) ≤ (∑ j, avgInner H (ψ i) (ψ j)).re := by
    intro i
    have hd : (avgInner H (ψ i) (ψ i)).re = 1 := by rw [hnorm i, Complex.one_re]
    rw [Complex.re_sum, ← hd]
    refine Finset.single_le_sum (f := fun j => (avgInner H (ψ i) (ψ j)).re) ?_ (mem_univ i)
    intro j _
    by_cases hij : i = j
    · subst hij
      show 0 ≤ (avgInner H (ψ i) (ψ i)).re
      rw [hd]
      exact zero_le_one
    · exact hover i j hij
  have hsum : ∑ _i : ι, (1 : ℝ) ≤ ∑ i, (∑ j, avgInner H (ψ i) (ψ j)).re :=
    Finset.sum_le_sum fun i _ => hrow i
  have hcard : ∑ _i : ι, (1 : ℝ) = (Fintype.card ι : ℝ) := by simp
  have hfin : (Fintype.card ι : ℝ) ≤ (H.index : ℝ) := by linarith
  exact_mod_cast hfin
```

In the intended application \(\chi\) is the character of an irreducible representation of \(G\) and the \(\psi_i\) are the irreducible characters of \(H\) in its restriction, counted with multiplicity, whose overlaps are 1 for equal and 0 for different characters. That such a decomposition exists and has these overlaps enters only through the hypotheses, and the link to energy levels is likewise not something Lean has checked. For a finite symmetry group, a degenerate level carrying one irreducible representation of \(G\) over the complex numbers then breaks into at most \([G:H]\) multiplets when a distortion or an external field leaves only \(H\). A pair of different complex-conjugate representations that character tables list together as one \(E\), as for \(C_3\), has \(\langle\chi,\chi\rangle_G=2\) and is not covered.

## (h) The descent bound is attained

Let \(G=S_3\), the permutations of three sites labelled 0, 1, 2 (`Equiv.Perm (Fin 3)`), and \(H=A_3\), the even permutations (`alternatingGroup (Fin 3)`). They stand for \(C_{3v}\) and \(C_3\), with even permutations as rotations and transpositions as reflections. Let \(\chi_E(g)\) be the number of sites fixed by \(g\), minus one; these are the values of the character of the two-dimensional representation \(E\). `fixZ` is the integer form and `chiE` the complex form.

```lean
/-- For a permutation of three sites, the number of fixed sites minus one. -/
def fixZ (g : Equiv.Perm (Fin 3)) : ℤ :=
  ((univ.filter (fun i => g i = i)).card : ℤ) - 1

/-- The function `fixZ` regarded as a complex function on the permutations of three sites. -/
def chiE (g : Equiv.Perm (Fin 3)) : ℂ := (fixZ g : ℂ)
```

*Task.* Show that \(\langle\chi_E,\chi_E\rangle_G=1\), that \(\chi_E\) equals 2 at the identity, and that \(\langle\chi_E|_H,\chi_E|_H\rangle_H=[G:H]\).

*Solution.* The identity fixes three sites, so \(\chi_E=2\). The two 3-cycles fix none, so \(\chi_E=-1\). The three transpositions fix one each, so \(\chi_E=0\). Then \(\langle\chi_E,\chi_E\rangle_G=(4+1+1+0+0+0)/6=1\). The transpositions are the odd permutations, so \(\chi_E\) vanishes outside \(H\), and (e) gives equality with the index. Directly, \((4+1+1)/3=2=6/3\).

*Check.* `decide` evaluates the sum of squares over the six permutations (`hsum`), the value at the identity (`hone`) and the vanishing on odd permutations (`hodd`). `hn` divides by \(|G|=6\), `hvan` turns the sign condition into non-membership of \(A_3\), and `key` is the equality clause of `descent_bound`. The theorem equates the restricted norm with the index without evaluating either, and it concerns the bound of (e), since no components \(\psi_i\) are constructed. Nor does it say that an \(E\) level splits when a distortion lowers \(C_{3v}\) to \(C_3\): with spin neglected and no magnetic field, time reversal keeps the two complex-conjugate components of \(E\) degenerate.

```lean
/-- On the permutations of three sites `chiE` has unit norm and value 2 at the identity, and
the squared norm of its restriction to the even permutations equals their index. -/
theorem descent_bound_witness :
    avgInner (Equiv.Perm (Fin 3)) chiE chiE = 1 ∧ chiE 1 = 2 ∧
      avgInner (alternatingGroup (Fin 3)) (res (alternatingGroup (Fin 3)) chiE)
        (res (alternatingGroup (Fin 3)) chiE) = ((alternatingGroup (Fin 3)).index : ℂ) := by
  have hsum : ∑ g, fixZ g * fixZ g = 6 := by decide
  have hone : fixZ 1 = 2 := by decide
  have hodd : ∀ g : Equiv.Perm (Fin 3), Equiv.Perm.sign g ≠ 1 → fixZ g = 0 := by decide
  have hcard : Fintype.card (Equiv.Perm (Fin 3)) = 6 := by
    simp [Fintype.card_perm, Nat.factorial]
  have hn : avgInner (Equiv.Perm (Fin 3)) chiE chiE = 1 := by
    have hc : ∑ g, (fixZ g : ℂ) * (fixZ g : ℂ) = 6 := by exact_mod_cast hsum
    simp only [avgInner, chiE, map_intCast]
    rw [hc, hcard]
    norm_num
  refine ⟨hn, ?_, ?_⟩
  · unfold chiE
    rw [hone]
    norm_num
  · -- equality case: the function vanishes on the odd permutations
    classical
    have hvan : ∀ g, g ∉ alternatingGroup (Fin 3) → chiE g = 0 := by
      intro g hg
      unfold chiE
      rw [hodd g fun h => hg (Equiv.Perm.mem_alternatingGroup.mpr h), Int.cast_zero]
    have key := (descent_bound (alternatingGroup (Fin 3)) chiE hn).2.2.mpr hvan
    convert key

end

end SymmetryDescent
```

```lean
#print axioms SymmetryDescent.splitting_bound
```

```
'SymmetryDescent.splitting_bound' depends on axioms: [propext, Classical.choice, Quot.sound]
```
